# Singlet and triplet ground states alternate in a two-electron quantum dot with first-order Coulomb repulsion

If both the repulsion between the two electrons of a parabolic quantum dot and their Zeeman energy are left out, the ground state is a spin singlet at every magnetic field. Even in the sense of rotation that the field favours, each unit of relative angular momentum then costs a positive energy \(w\), so the state with none is lowest, and it is a singlet. Repulsion favours larger angular momentum, which keeps the electrons apart. Take the repulsion to first order, omit the Zeeman energy, and compare the states that rotate in the favoured sense and have no radial nodes. Among these, every relative angular momentum \(m=0,1,2,\dots\) is the only one of lowest energy for some \(w>0\), and the spin alternates with the parity of \(m\).

## The dot and its energies

The electrons move in a plane with parabolic confinement of frequency \(\omega_0\), in a perpendicular field with cyclotron frequency \(\omega_c\). Put \(\Omega=\sqrt{\omega_0^2+\omega_c^2/4}\) and let \(\mu\) be the reduced mass. The nodeless relative orbitals have Gaussian parameter \(a=\mu\Omega/\hbar\), and in the sense of rotation that the field favours, a unit of angular momentum costs \(\hbar(\Omega-\omega_c/2)\). Energies are measured in units of \(e^2/4\pi\varepsilon\), with \(\varepsilon\) the permittivity, so they have the dimension of an inverse length; \(w\) is the cost in these units.

In Lean 4 with Mathlib:

```lean
import Mathlib

open MeasureTheory Set

namespace QuantumDotSingletTriplet

noncomputable section
```

All radial integrals needed are moments of a Gaussian,
\[
M_n=\int_0^\infty r^n e^{-ar^2}\,dr .
\]

```lean
/-- The radial Gaussian moment: the integral of `r^n exp(-a r²)` over `r > 0`, for `a > 0`. -/
def moment (a : ℝ) (n : ℕ) : ℝ := ∫ r in Ioi (0 : ℝ), r ^ n * Real.exp (-a * r ^ 2)
```

The density of the orbital with angular momentum \(m\) is proportional to \(r^{2m}e^{-ar^2}\), and the area element in the plane supplies another factor \(r\). The mean of \(1/r\) is therefore
\[
V_m=\frac{M_{2m}}{M_{2m+1}} .
\]
In the code this quotient is the definition of the Coulomb energy. The denominator takes care of normalisation.

```lean
/-- The Coulomb energy `V_m` at relative angular momentum `m`, for `a > 0`: the mean of
`1/r` over the radial density `r^(2m+1) exp(-a r²)`. -/
def coulomb (a : ℝ) (m : ℕ) : ℝ := moment a (2 * m) / moment a (2 * m + 1)
```

The orbital itself, with the electron separation written as \(z=x+iy\), is
\[
\varphi_m(z)=z^m e^{-a|z|^2/2}.
\]
It is unnormalised; the normalised orbital is \(\sqrt{a^{m+1}/(\pi\, m!)}\;\varphi_m\). The orbital enters only the exchange argument, where the prefactor has no effect.

```lean
/-- The relative orbital `z^m exp(-a|z|²/2)`, with `z = x + iy` the electron separation. -/
def relOrbital (a : ℝ) (m : ℕ) (z : ℂ) : ℂ :=
  z ^ m * (Real.exp (-a * ‖z‖ ^ 2 / 2) : ℝ)
```

To first order in the repulsion, and up to a constant common to all states, the energy at angular momentum \(k\) is
\[
E_k=kw+V_k .
\]

```lean
/-- The energy `k w + V_k` of the state with relative angular momentum `k`. -/
def relEnergy (a w : ℝ) (k : ℕ) : ℝ := k * w + coulomb a k
```

Two neighbouring levels cross when the cost \(w\) equals the Coulomb energy gained, which is
\[
w_m=V_m-V_{m+1}.
\]

```lean
/-- The drop `V_m - V_(m+1)` of the Coulomb energy when `m` grows by one. -/
def crossing (a : ℝ) (m : ℕ) : ℝ := coulomb a m - coulomb a (m + 1)
```

The state \(m\) is the unique ground state when \(E_m<E_k\) for every natural \(k\neq m\). The competition is among nodeless states rotating in the favoured sense. "Unique" refers to the value of \(m\) only: without the Zeeman energy, the three spin states of a triplet have the same energy.

```lean
/-- The energy `relEnergy a w m` is strictly lower than `relEnergy a w k` for every other natural
number `k`. -/
def UniqueGround (a w : ℝ) (m : ℕ) : Prop :=
  ∀ k, k ≠ m → relEnergy a w m < relEnergy a w k
```

A spin function \(\chi(s,t)\) gives the amplitude for spins \(s\) and \(t\) on the first and second electron; `Fin 2` labels up and down. A singlet satisfies \(\chi(t,s)=-\chi(s,t)\). Its normalised form is \((\uparrow\downarrow-\downarrow\uparrow)/\sqrt2\), up to a phase.

```lean
/-- A two-electron spin function that changes sign when the spins are exchanged. -/
def IsSinglet (χ : Fin 2 → Fin 2 → ℂ) : Prop := ∀ s t, χ t s = -χ s t
```

A triplet satisfies \(\chi(t,s)=\chi(s,t)\), which leaves a three-dimensional space of spin functions. The zero function meets both conditions and represents no state.

```lean
/-- A two-electron spin function that is unchanged when the spins are exchanged. -/
def IsTriplet (χ : Fin 2 → Fin 2 → ℂ) : Prop := ∀ s t, χ t s = χ s t
```

Exchanging the electrons sends \(z\) to \(-z\) and swaps the spin arguments. The centre-of-mass factor is unchanged, so the Pauli principle demands
\[
\varphi_m(-z)\,\chi(t,s)=-\varphi_m(z)\,\chi(s,t)\quad\text{for all } z,s,t.
\]

```lean
/-- The product of relative orbital and spin function is antisymmetric under exchange of
the two electrons. -/
def PauliAllowed (a : ℝ) (m : ℕ) (χ : Fin 2 → Fin 2 → ℂ) : Prop :=
  ∀ z s t, relOrbital a m (-z) * χ t s = -(relOrbital a m z * χ s t)
```

## The Coulomb energy falls by the factor (2m+1)/(2m+2)

For \(a>0\), the substitution \(u=ar^2\) turns the moment into a Gamma function,
\[
M_n=\tfrac12\,a^{-(n+1)/2}\,\Gamma\!\left(\tfrac{n+1}{2}\right)>0 .
\]
Raising \(n\) by two gives another factor \(1/a\) and, through \(\Gamma(x+1)=x\Gamma(x)\), a factor \((n+1)/2\). Hence
\[
2a\,M_{n+2}=(n+1)\,M_n .
\]

```lean
/-- For `a > 0` the radial moments are positive, and raising the power of `r` by two
multiplies them by `(n+1)/(2a)`. -/
theorem moment_pos_and_rec {a : ℝ} (ha : 0 < a) (n : ℕ) :
    0 < moment a n ∧ 2 * a * moment a (n + 2) = (n + 1) * moment a n := by
  -- closed form through the Gamma function
  have key : ∀ n : ℕ, moment a n =
      a ^ (-((n : ℝ) + 1) / 2) * (1 / 2) * Real.Gamma (((n : ℝ) + 1) / 2) := by
    intro n
    have hn : (-1 : ℝ) < n := by
      have : (0 : ℝ) ≤ n := Nat.cast_nonneg n
      linarith
    have h := integral_rpow_mul_exp_neg_mul_rpow (p := 2) (q := n) two_pos hn ha
    simpa only [Real.rpow_natCast, Real.rpow_two, moment] using h
  constructor
  · rw [key]
    have := Real.Gamma_pos_of_pos (show 0 < ((n : ℝ) + 1) / 2 by positivity)
    positivity
  · have h1 : -(((n + 2 : ℕ) : ℝ) + 1) / 2 = -((n : ℝ) + 1) / 2 - 1 := by
      push_cast; ring
    have h2 : (((n + 2 : ℕ) : ℝ) + 1) / 2 = ((n : ℝ) + 1) / 2 + 1 := by
      push_cast; ring
    rw [key (n + 2), key n, h1, h2, Real.rpow_sub_one ha.ne',
      Real.Gamma_add_one (by positivity)]
    generalize a ^ (-((n : ℝ) + 1) / 2) = p
    generalize Real.Gamma (((n : ℝ) + 1) / 2) = g
    have h3 : a * (p / a) = p := by field_simp
    linear_combination (((n : ℝ) + 1) / 2 * g) * h3
```

The closed form is `key`, taken from Mathlib's integral of a power times an exponential. `Real.Gamma_add_one` is the functional equation, and `linear_combination` collects the factors.

Apply the recursion to the numerator and the denominator of \(V_{m+1}\):
\[
V_{m+1}=\frac{M_{2m+2}}{M_{2m+3}}
=\frac{(2m+1)M_{2m}/2a}{(2m+2)M_{2m+1}/2a}
=\frac{2m+1}{2m+2}\,V_m .
\]

```lean
/-- For `a > 0`, one more unit of relative angular momentum reduces the Coulomb energy by
the factor `(2m+1)/(2m+2)`. -/
theorem coulomb_succ {a : ℝ} (ha : 0 < a) (m : ℕ) :
    coulomb a (m + 1) = coulomb a m * ((2 * m + 1) / (2 * m + 2)) := by
  have h1 := (moment_pos_and_rec ha (2 * m)).2
  have h2 := (moment_pos_and_rec ha (2 * m + 1)).2
  have p1 := (moment_pos_and_rec ha (2 * m + 1)).1
  have p2 := (moment_pos_and_rec ha (2 * m + 1 + 2)).1
  push_cast at h1 h2
  unfold coulomb
  rw [show 2 * (m + 1) + 1 = 2 * m + 1 + 2 by ring, show 2 * (m + 1) = 2 * m + 2 by ring,
    div_mul_div_comm, div_eq_div_iff p2.ne' (by positivity)]
  apply mul_left_cancel₀ (show 2 * a ≠ 0 by positivity)
  linear_combination (moment a (2 * m + 1) * (2 * m + 2)) * h1
    - (moment a (2 * m) * (2 * m + 1)) * h2
```

Here `h1` and `h2` are the two uses of the recursion. The proof clears the denominators, which are positive, and combines them.

At the smallest \(m\), \(M_0=\tfrac12\sqrt{\pi/a}\) and \(M_1=1/(2a)\), so \(V_0=\sqrt{\pi a}\). Choosing the length unit so that \(a=1/\pi\) gives
\[
V_0=1,\quad V_1=\tfrac12,\quad V_2=\tfrac38,\quad V_3=\tfrac5{16},
\qquad w_0=\tfrac12,\quad w_1=\tfrac18,\quad w_2=\tfrac1{16}.
\]

## The crossings are positive and ordered

Inserting the recursion into the definition of \(w_m\) gives
\[
w_m=V_m\left(1-\frac{2m+1}{2m+2}\right)=\frac{V_m}{2m+2}>0 .
\]
Since \(V_{m+1}<V_m\) and the denominator grows with \(m\),
\[
w_{m+1}=\frac{V_{m+1}}{2m+4}<\frac{V_m}{2m+2}=w_m .
\]

```lean
/-- For `a > 0` the drops `V_m - V_(m+1)` are positive and strictly decrease with `m`. -/
theorem crossing_pos_and_anti {a : ℝ} (ha : 0 < a) :
    (∀ m, 0 < crossing a m) ∧ StrictAnti (crossing a) := by
  have hV : ∀ m, 0 < coulomb a m := fun m =>
    div_pos (moment_pos_and_rec ha _).1 (moment_pos_and_rec ha _).1
  -- the recursion gives each drop in closed form
  have hc : ∀ m : ℕ, crossing a m = coulomb a m / (2 * m + 2) := by
    intro m
    have h0 : (2 * (m : ℝ) + 2) ≠ 0 := by positivity
    have e : (2 * (m : ℝ) + 1) / (2 * m + 2) * (2 * m + 2) = 2 * m + 1 :=
      div_mul_cancel₀ _ h0
    rw [crossing, coulomb_succ ha, eq_div_iff h0]
    linear_combination (-coulomb a m) * e
  have hpos : ∀ m, 0 < crossing a m := by
    intro m
    rw [hc]
    exact div_pos (hV m) (by positivity)
  refine ⟨hpos, strictAnti_nat_of_succ_lt fun m => ?_⟩
  have hd : 0 < coulomb a m - coulomb a (m + 1) := hpos m
  have hm : (0 : ℝ) < 2 * m + 2 := by positivity
  rw [hc, hc, div_lt_div_iff₀ (by positivity) hm]
  push_cast
  nlinarith [mul_pos hd hm, hV m]
```

The closed form is `hc`. `strictAnti_nat_of_succ_lt` extends the comparison of neighbours to all pairs, and `nlinarith` settles the inequality after cross-multiplication.

## Each angular momentum has its window of w

One step up in angular momentum changes the energy by
\[
E_{k+1}-E_k=w+V_{k+1}-V_k=w-w_k .
\]

```lean
/-- Raising the angular momentum from `k` to `k+1` costs `w` and gains the Coulomb drop. -/
theorem relEnergy_succ (a w : ℝ) (k : ℕ) :
    relEnergy a w (k + 1) = relEnergy a w k + (w - crossing a k) := by
  simp only [relEnergy, crossing]
  push_cast
  ring
```

Add such steps. If \(w>w_m\) and \(k>m\), then
\[
E_k-E_m=\sum_{j=m}^{k-1}(w-w_j)>0,
\]
because \(w_j\le w_m<w\) in every term. If \(w<w_m\) and \(k\le m\), then
\[
E_{m+1}-E_k=\sum_{j=k}^{m}(w-w_j)<0,
\]
because \(w_j\ge w_m>w\) in every term.

```lean
/-- Let `a > 0`. If `w` exceeds the drop at `m`, all states above `m` have higher energy
than `m`; if `w` is less than it, all states up to `m` have higher energy than `m+1`. -/
theorem relEnergy_lt {a : ℝ} (ha : 0 < a) (w : ℝ) (m : ℕ) :
    (crossing a m < w → ∀ k, m < k → relEnergy a w m < relEnergy a w k) ∧
    (w < crossing a m → ∀ k, k ≤ m → relEnergy a w (m + 1) < relEnergy a w k) := by
  have anti := (crossing_pos_and_anti ha).2
  constructor
  · intro h k hk
    obtain ⟨d, rfl⟩ := Nat.exists_eq_add_of_lt hk
    clear hk
    induction d with
    | zero =>
      simp only [add_zero]
      rw [relEnergy_succ a w m]
      linarith
    | succ d ih =>
      have h1 : crossing a (m + d + 1) < crossing a m := anti (by omega)
      rw [← add_assoc m d 1, relEnergy_succ a w (m + d + 1)]
      linarith
  · intro h k hk
    obtain ⟨d, rfl⟩ := Nat.exists_eq_add_of_le hk
    clear hk
    induction d with
    | zero =>
      simp only [add_zero] at h ⊢
      rw [relEnergy_succ a w k]
      linarith
    | succ d ih =>
      rw [← add_assoc k d 1] at h ⊢
      have h1 := ih (h.trans (anti (by omega)))
      rw [relEnergy_succ a w (k + d + 1)]
      linarith
```

The code replaces each sum by an induction on its length: `d` counts the steps after the first, and each induction step adds one energy difference by `relEnergy_succ`.

Now take the state \(m+1\). If it is the unique ground state, comparison with \(m+2\) gives \(w>w_{m+1}\), and comparison with \(m\) gives \(w<w_m\). Conversely, these two inequalities place it below all higher and all lower states, by the sums above. So \(m+1\) is the unique ground state exactly when
\[
w_{m+1}<w<w_m .
\]

```lean
/-- For `a > 0`, the state `m+1` is the unique ground state exactly when `w` lies strictly
between the Coulomb drops at `m+1` and at `m`. -/
theorem uniqueGround_succ_iff {a : ℝ} (ha : 0 < a) (w : ℝ) (m : ℕ) :
    UniqueGround a w (m + 1) ↔ crossing a (m + 1) < w ∧ w < crossing a m := by
  constructor
  · intro h
    have h1 := h (m + 1 + 1) (by omega)
    have h2 := h m (by omega)
    rw [relEnergy_succ a w (m + 1)] at h1
    rw [relEnergy_succ a w m] at h2
    constructor <;> linarith
  · rintro ⟨h1, h2⟩ k hk
    rcases lt_or_gt_of_ne hk with h | h
    · exact (relEnergy_lt ha w m).2 h2 k (by omega)
    · exact (relEnergy_lt ha w (m + 1)).1 h1 k h
```

In the numerical instance, \(w=\tfrac14\) lies between \(w_1\) and \(w_0\). The energies \(E_0,\dots,E_3\) are \(1,\tfrac34,\tfrac78,\tfrac{17}{16}\), and \(m=1\) is lowest. At \(w=\tfrac1{10}\), between \(w_2\) and \(w_1\), they are \(1,\ 0.6,\ 0.575,\ 0.6125\), and \(m=2\) is lowest.

## Exchange parity fixes the spin

Since \((-z)^m=(-1)^mz^m\) and \(|-z|=|z|\), the orbital obeys \(\varphi_m(-z)=(-1)^m\varphi_m(z)\). At \(z=1\) it has the non-zero value \(e^{-a/2}\), which can be divided out of the Pauli condition. What remains is
\[
\chi(t,s)=-(-1)^m\chi(s,t),
\]
the singlet condition for even \(m\) and the triplet condition for odd \(m\). Conversely, a spin function with this symmetry satisfies the Pauli condition at every \(z\).

```lean
/-- The Pauli principle admits exactly the singlet spin functions for even `m` and exactly
the triplet ones for odd `m`. -/
theorem pauliAllowed_iff (a : ℝ) (m : ℕ) (χ : Fin 2 → Fin 2 → ℂ) :
    PauliAllowed a m χ ↔ if Even m then IsSinglet χ else IsTriplet χ := by
  -- exchange of the electrons gives the orbital the sign (-1)^m
  have par : ∀ z, relOrbital a m (-z) = (-1) ^ m * relOrbital a m z := by
    intro z
    unfold relOrbital
    rw [norm_neg, neg_pow]
    ring
  have h1 : relOrbital a m 1 ≠ 0 := by
    unfold relOrbital
    rw [one_pow, one_mul]
    exact Complex.ofReal_ne_zero.mpr (Real.exp_pos _).ne'
  unfold PauliAllowed
  split_ifs with hm
  · simp only [par, hm.neg_one_pow, one_mul]
    constructor
    · intro h s t
      apply mul_left_cancel₀ h1
      linear_combination h 1 s t
    · intro h z s t
      rw [h s t]
      ring
  · simp only [par, (Nat.not_even_iff_odd.mp hm).neg_one_pow]
    constructor
    · intro h s t
      apply mul_left_cancel₀ h1
      linear_combination -(h 1 s t)
    · intro h z s t
      rw [h s t]
      ring
```

The parity is `par`, the non-zero value is `h1`, and `split_ifs` separates even from odd \(m\). In the numerical instance, the ground state is thus a triplet at \(w=\tfrac14\) and a singlet at \(w=\tfrac1{10}\).

## Every m is a ground state, with alternating spin

For \(m\ge1\) the window \(w_m<w<w_{m-1}\) is non-empty because the crossings strictly decrease, and it contains only positive values because \(w_m>0\). The smallest case, \(m=0\), has no lower neighbour, so any \(w>w_0\) will do; the code takes \(w_0+1\). Joined to the spin rule, this gives the full statement: for every \(a>0\) and every natural \(m\) there is a \(w>0\) at which \(m\) is the unique ground state, and the allowed spin functions are exactly the singlets for even \(m\) and exactly the triplets for odd \(m\).

```lean
/-- For `a > 0`, every relative angular momentum `m` is the unique ground state for some
`w > 0`, and its spin function is a singlet for even `m` and a triplet for odd `m`. -/
theorem singlet_triplet_alternation {a : ℝ} (ha : 0 < a) (m : ℕ) :
    ∃ w > 0, UniqueGround a w m ∧
      ∀ χ, PauliAllowed a m χ ↔ if Even m then IsSinglet χ else IsTriplet χ := by
  obtain ⟨pos, anti⟩ := crossing_pos_and_anti ha
  cases m with
  | zero =>
    refine ⟨crossing a 0 + 1, by linarith [pos 0], fun k hk => ?_, pauliAllowed_iff a 0⟩
    exact (relEnergy_lt ha _ 0).1 (by linarith) k (Nat.pos_of_ne_zero hk)
  | succ m =>
    -- any w between two successive drops will do
    obtain ⟨w, h1, h2⟩ := exists_between (anti (Nat.lt_succ_self m))
    exact ⟨w, (pos _).trans h1, (uniqueGround_succ_iff ha w m).2 ⟨h1, h2⟩,
      pauliAllowed_iff a (m + 1)⟩

end

end QuantumDotSingletTriplet
```

The case split on `m` follows this argument; `exists_between` picks a point in the window.

The theorem treats \(a\) and \(w\) as independent, whereas in a dot the field changes both. Because \(V_k\) scales as \(\sqrt a\), the ordering of the levels depends only on \(w/\sqrt a\), and a rising field lowers this ratio. This scaling argument, which is not formalised here, links the windows to a field sweep that steps \(m\) upward. For electronic-structure work on dots, the result gives a reference pattern of singlet–triplet transitions within first-order perturbation theory for parabolic confinement; it does not include level mixing by the Coulomb interaction or the Zeeman energy, which favours one of the triplet states.

```lean
#print axioms QuantumDotSingletTriplet.singlet_triplet_alternation
```

```
'QuantumDotSingletTriplet.singlet_triplet_alternation' depends on axioms: [propext, Classical.choice, Quot.sound]
```
